# Detailed balance for every positive two-state target and proposal holds exactly when the acceptance function of the Hastings ratio satisfies a(r) = r a(1/r) for all r > 0

## A plausible acceptance rule that samples the wrong temperature

Take a system with two states, 0 and 1, whose equilibrium probabilities are 1/5 and 4/5. A Monte Carlo program proposes either state with probability 1/2 and accepts a move with probability min(1, √r), where r is the weight of the new state divided by that of the old one. The rule has values between 0 and 1 and always accepts a move to a more probable state, as the Metropolis rule min(1, r) also does.

The move from 0 to 1 has r = 4 and is always accepted. The move back has r = 1/4 and is accepted with probability 1/2. At the intended equilibrium the two probability flows per step are

1/5 · 1/2 · 1 = 1/10 from 0 to 1,

4/5 · 1/2 · 1/2 = 1/5 from 1 to 0.

They differ, and the chain settles instead at probabilities 1/3 and 2/3. If the weights were Boltzmann factors, the ratio of populations has changed from 4 to √4 = 2, which is the ratio at twice the temperature. The condition derived below rejects this rule at once: at r = 4 the left side of a(r) = r a(1/r) is 1 and the right side is 2.

## The accept/reject chain

Let p_i > 0 be the target probability of state i, and q_ij > 0 the probability of proposing j when the system is in i. The Hastings ratio of this move is

r_ij = p_j q_ji / (p_i q_ij).

For an acceptance function a, the transition probabilities are

P_ij = q_ij a(r_ij) for i ≠ j,

P_ii = 1 − Σ_{k≠i} q_ik a(r_ik).

The diagonal entry contains the proposals to stay and all rejected moves. Each row sums to one by construction. If 0 ≤ a ≤ 1 on the positive reals, the off-diagonal entries are nonnegative, and so is the diagonal, because

P_ii ≥ 1 − Σ_{k≠i} q_ik = q_ii > 0.

Detailed balance means that p_i P_ij = p_j P_ji for all i and j. Summing over i then gives Σ_i p_i P_ij = p_j, so the target is stationary.

## The equivalence and its Lean form

The main theorem, `detailedBalance_iff_balanced`, says that for any function a the following are equivalent:

- detailed balance holds for every positive probability distribution p on two states and every positive stochastic proposal matrix q;
- a(r) = r a(1/r) for all r > 0.

The two states are the elements of `Fin 2`. `IsPositiveProb p` says that all weights are positive and sum to one, and `IsPositiveStochastic q` says the same of each row of q. `hastingsRatio p q i j` is r_ij, `acceptKernel a p q` is the full matrix P including its diagonal, and `Balanced a` names the functional equation. The first index is always the present state and the second the next one.

The acceptance function has type `ℝ → ℝ`, but only its values at positive arguments matter here. The equivalence does not need 0 ≤ a ≤ 1. That bound stands for a(r) being a probability, and it enters in `acceptKernel_stochastic`, which shows on any finite state space that P is a stochastic matrix.

The equivalence concerns all targets and proposals together. A single pair p, q on two states tests a only at one ratio and its inverse. The sufficient direction is proved for any finite state space, with every entry of q positive, including the diagonal. Local moves that leave most pairs of states unconnected therefore fall outside the hypotheses, as do continuous configuration spaces. Nothing is stated about whether or how fast the chain converges: the rule a = 0 satisfies the equation and gives a chain that never moves.

For simulation practice, the equation is a check on a new acceptance rule before it is used to sample a finite set of states, provided that the rule depends on the move only through the Hastings ratio and all proposals have positive probability.

## From the functional equation to balanced flows

For i = j there is nothing to show. For i ≠ j, exchanging i and j inverts the ratio, so r_ji = 1/r_ij. Also, r_ij p_i q_ij = p_j q_ji by definition. Hence

p_i P_ij = p_i q_ij a(r_ij)

= p_i q_ij r_ij a(1/r_ij)

= p_j q_ji a(r_ji)

= p_j P_ji.

The second step is the functional equation at r_ij. The normalisation of p and q is not used.

## Two small families of tests that force the equation

For the converse, fix r > 0 and choose

p_0 = 1/(1+r), p_1 = r/(1+r), q_ij = 1/2.

Then r_01 = r and r_10 = 1/r. Detailed balance between 0 and 1 reads

1/(1+r) · 1/2 · a(r) = r/(1+r) · 1/2 · a(1/r),

and multiplication by 2(1+r) gives a(r) = r a(1/r). Only the unbiased proposal was needed, with all targets.

The roles can be exchanged. Keep the target uniform, p_0 = p_1 = 1/2, and draw the proposed state independently of the present one:

q_i0 = 1/(1+r), q_i1 = r/(1+r).

Now the move from 1 to 0 has the ratio

r_10 = p_0 q_01 / (p_1 q_10) = r,

and r_01 = 1/r. Detailed balance gives

1/2 · 1/(1+r) · a(r) = 1/2 · r/(1+r) · a(1/r),

which is the same equation after multiplication by 2(1+r). The uniform target with all proposals is therefore also enough.

## All solutions with values between 0 and 1

Suppose that a solves the equation and 0 ≤ a ≤ 1 on the positive reals. For 0 < s ≤ 1,

0 ≤ a(s) = s a(1/s) ≤ s.

For r > 1 the value a(r) = r a(1/r) is fixed by the value at 1/r < 1. So a is determined by a function h on (0,1] with 0 ≤ h(s) ≤ s.

Conversely, take any such h and set

a(r) = h(r) for 0 < r ≤ 1,

a(r) = r h(1/r) for r > 1.

If r < 1, then r a(1/r) = r · (1/r) · h(r) = a(r). If r = 1, the equation is trivial, and if r > 1, it is the definition. The bounds hold because h(r) ≤ r ≤ 1 in the first range and r h(1/r) ≤ r · (1/r) = 1 in the second. The choice h(s) = s gives the Metropolis rule min(1, r).

## A one-way proposal can break the balance

Positivity of q matters. Let p_0 = p_1 = 1/2, and let the proposal rows be (1/2, 1/2) from state 0 and (0, 1) from state 1. Take a(r) = min(1, r) for r > 0 and a(0) = 1. The functional equation holds for all r > 0, but the move from 0 to 1 has ratio 0, where the equation says nothing. The flow from 0 to 1 is 1/2 · 1/2 · 1 = 1/4, while the flow back is 0. The failure comes from the value a(0) = 1: with a(0) = 0, which is the value of min(1, r) at r = 0, both flows in this example are 0 and the balance holds.

## The complete Lean file

```lean
import Mathlib

open Finset

namespace AdmissibleAcceptance

noncomputable section

variable {ι : Type*} [Fintype ι] [DecidableEq ι]

/-- A probability distribution giving positive weight to every state. -/
def IsPositiveProb {ι : Type*} [Fintype ι] (p : ι → ℝ) : Prop :=
  (∀ i, 0 < p i) ∧ ∑ i, p i = 1

/-- A proposal matrix each of whose rows is a positive probability distribution. -/
def IsPositiveStochastic {ι : Type*} [Fintype ι] (q : ι → ι → ℝ) : Prop :=
  ∀ i, IsPositiveProb (q i)

/-- The Hastings ratio `p_j q_ji / (p_i q_ij)` of a proposed move from `i` to `j`. -/
def hastingsRatio {ι : Type*} (p : ι → ℝ) (q : ι → ι → ℝ) (i j : ι) : ℝ :=
  p j * q j i / (p i * q i j)

/-- The transition matrix of the chain that proposes moves with `q`, accepts them with
probability `a` of the Hastings ratio, and otherwise stays where it is. -/
def acceptKernel (a : ℝ → ℝ) (p : ι → ℝ) (q : ι → ι → ℝ) (i j : ι) : ℝ :=
  if i = j then 1 - ∑ k ∈ univ.erase i, q i k * a (hastingsRatio p q i k)
  else q i j * a (hastingsRatio p q i j)

/-- Detailed balance: the probability flow from `i` to `j` equals the flow back. -/
def DetailedBalance {ι : Type*} (p : ι → ℝ) (P : ι → ι → ℝ) : Prop :=
  ∀ i j, p i * P i j = p j * P j i

/-- The functional equation `a(r) = r a(1/r)` for all positive `r`. -/
def Balanced (a : ℝ → ℝ) : Prop :=
  ∀ r, 0 < r → a r = r * a (1 / r)

/-- Between distinct states, the transition probability is proposal times acceptance. -/
theorem acceptKernel_off (a : ℝ → ℝ) (p : ι → ℝ) (q : ι → ι → ℝ) {i j : ι} (hij : i ≠ j) :
    acceptKernel a p q i j = q i j * a (hastingsRatio p q i j) := by
  unfold acceptKernel
  rw [if_neg hij]

/-- For positive target weights and a positive stochastic proposal matrix, if `a` takes values in
`[0,1]` on the positive reals, then the accept/reject chain has nonnegative transition
probabilities, and those out of each state sum to one. -/
theorem acceptKernel_stochastic {a : ℝ → ℝ} (ha : ∀ r, 0 < r → 0 ≤ a r ∧ a r ≤ 1)
    {p : ι → ℝ} {q : ι → ι → ℝ} (hp : ∀ i, 0 < p i) (hq : IsPositiveStochastic q) :
    (∀ i j, 0 ≤ acceptKernel a p q i j) ∧ ∀ i, ∑ j, acceptKernel a p q i j = 1 := by
  have hr : ∀ i j, 0 < hastingsRatio p q i j := fun i j =>
    div_pos (mul_pos (hp j) ((hq j).1 i)) (mul_pos (hp i) ((hq i).1 j))
  have hdiag : ∀ i, acceptKernel a p q i i
      = 1 - ∑ k ∈ univ.erase i, q i k * a (hastingsRatio p q i k) := by
    intro i
    unfold acceptKernel
    rw [if_pos rfl]
  constructor
  · intro i j
    by_cases hij : i = j
    · subst hij
      -- the accepted weight never exceeds the proposed weight
      have h1 : ∑ k ∈ univ.erase i, q i k * a (hastingsRatio p q i k)
          ≤ ∑ k ∈ univ.erase i, q i k :=
        Finset.sum_le_sum fun k _ =>
          mul_le_of_le_one_right ((hq i).1 k).le (ha _ (hr i k)).2
      have h2 := Finset.add_sum_erase univ (q i) (Finset.mem_univ i)
      have h3 := (hq i).2
      have h4 := (hq i).1 i
      rw [hdiag]
      linarith
    · rw [acceptKernel_off a p q hij]
      exact mul_nonneg ((hq i).1 j).le (ha _ (hr i j)).1
  · intro i
    have h1 : ∑ k ∈ univ.erase i, acceptKernel a p q i k
        = ∑ k ∈ univ.erase i, q i k * a (hastingsRatio p q i k) :=
      Finset.sum_congr rfl fun k hk =>
        acceptKernel_off a p q (Finset.ne_of_mem_erase hk).symm
    have h2 := Finset.add_sum_erase univ (acceptKernel a p q i) (Finset.mem_univ i)
    rw [h1, hdiag] at h2
    linarith

/-- On any finite state space, an acceptance function with `a(r) = r a(1/r)` gives detailed
balance for all positive weights and all positive proposal rates. -/
theorem detailedBalance_of_balanced {a : ℝ → ℝ} (ha : Balanced a)
    {p : ι → ℝ} {q : ι → ι → ℝ} (hp : ∀ i, 0 < p i) (hq : ∀ i j, 0 < q i j) :
    DetailedBalance p (acceptKernel a p q) := by
  intro i j
  by_cases hij : i = j
  · subst hij
    rfl
  · rw [acceptKernel_off a p q hij, acceptKernel_off a p q (Ne.symm hij)]
    have hi := mul_pos (hp i) (hq i j)
    have hj := mul_pos (hp j) (hq j i)
    -- reversing the move inverts the Hastings ratio
    have hinv : 1 / hastingsRatio p q i j = hastingsRatio p q j i := by
      unfold hastingsRatio
      rw [one_div_div]
    have h := ha (hastingsRatio p q i j) (div_pos hj hi)
    rw [hinv] at h
    have hm : hastingsRatio p q i j * (p i * q i j) = p j * q j i :=
      div_mul_cancel₀ _ hi.ne'
    linear_combination p i * q i j * h + a (hastingsRatio p q j i) * hm

/-- The weights `1/(1+r)` and `r/(1+r)` on the two states 0 and 1. -/
def twoState (r : ℝ) : Fin 2 → ℝ := ![1 / (1 + r), r / (1 + r)]

/-- For positive `r` the two-state distribution is a positive probability distribution. -/
theorem twoState_pos {r : ℝ} (hr : 0 < r) : IsPositiveProb (twoState r) := by
  have hne : 1 + r ≠ 0 := by positivity
  refine ⟨Fin.forall_fin_two.2 ⟨?_, ?_⟩, ?_⟩
  · change (0 : ℝ) < 1 / (1 + r)
    positivity
  · change (0 : ℝ) < r / (1 + r)
    positivity
  · rw [Fin.sum_univ_two]
    change 1 / (1 + r) + r / (1 + r) = 1
    rw [← add_div, div_self hne]

/-- Detailed balance for all positive two-state targets under the single unbiased proposal
`q_ij = 1/2` already forces `a(r) = r a(1/r)`. -/
theorem balanced_of_unbiased_proposal {a : ℝ → ℝ}
    (h : ∀ p : Fin 2 → ℝ, IsPositiveProb p →
      DetailedBalance p (acceptKernel a p (fun _ _ => 1 / 2))) : Balanced a := by
  intro r hr
  have hne : 1 + r ≠ 0 := by positivity
  have hb := h (twoState r) (twoState_pos hr) 0 1
  have h1 : hastingsRatio (twoState r) (fun _ _ => 1 / 2) 0 1 = r := by
    change r / (1 + r) * (1 / 2) / (1 / (1 + r) * (1 / 2)) = r
    field_simp
  have h2 : hastingsRatio (twoState r) (fun _ _ => 1 / 2) 1 0 = 1 / r := by
    change 1 / (1 + r) * (1 / 2) / (r / (1 + r) * (1 / 2)) = 1 / r
    field_simp
  rw [acceptKernel_off _ _ _ (by decide), acceptKernel_off _ _ _ (by decide), h1, h2] at hb
  change 1 / (1 + r) * (1 / 2 * a r) = r / (1 + r) * (1 / 2 * a (1 / r)) at hb
  have hc : (1 + r) * (1 / (1 + r)) = 1 := mul_one_div_cancel hne
  linear_combination 2 * (1 + r) * hb - (a r - r * a (1 / r)) * hc

/-- Detailed balance for the single uniform two-state target under all positive stochastic
proposals already forces `a(r) = r a(1/r)`. -/
theorem balanced_of_uniform_target {a : ℝ → ℝ}
    (h : ∀ q : Fin 2 → Fin 2 → ℝ, IsPositiveStochastic q →
      DetailedBalance (fun _ => 1 / 2) (acceptKernel a (fun _ => 1 / 2) q)) :
    Balanced a := by
  intro r hr
  have hne : 1 + r ≠ 0 := by positivity
  -- propose the new state independently of the old one
  have hb := h (fun _ => twoState r) (fun _ => twoState_pos hr) 1 0
  have h1 : hastingsRatio (fun _ => 1 / 2) (fun _ : Fin 2 => twoState r) 1 0 = r := by
    change 1 / 2 * (r / (1 + r)) / (1 / 2 * (1 / (1 + r))) = r
    field_simp
  have h2 : hastingsRatio (fun _ => 1 / 2) (fun _ : Fin 2 => twoState r) 0 1 = 1 / r := by
    change 1 / 2 * (1 / (1 + r)) / (1 / 2 * (r / (1 + r))) = 1 / r
    field_simp
  rw [acceptKernel_off _ _ _ (by decide), acceptKernel_off _ _ _ (by decide), h1, h2] at hb
  change 1 / 2 * (1 / (1 + r) * a r) = 1 / 2 * (r / (1 + r) * a (1 / r)) at hb
  have hc : (1 + r) * (1 / (1 + r)) = 1 := mul_one_div_cancel hne
  linear_combination 2 * (1 + r) * hb - (a r - r * a (1 / r)) * hc

/-- Acceptance by `a` of the Hastings ratio gives detailed balance for every positive two-state
target and every positive stochastic proposal if and only if `a(r) = r a(1/r)` for all `r > 0`. -/
theorem detailedBalance_iff_balanced (a : ℝ → ℝ) :
    (∀ (p : Fin 2 → ℝ) (q : Fin 2 → Fin 2 → ℝ), IsPositiveProb p → IsPositiveStochastic q →
      DetailedBalance p (acceptKernel a p q)) ↔ ∀ r, 0 < r → a r = r * a (1 / r) := by
  constructor
  · intro h
    refine balanced_of_unbiased_proposal fun p hp => h p _ hp fun _ => ⟨fun _ => ?_, ?_⟩
    · norm_num
    · rw [Fin.sum_univ_two]
      norm_num
  · intro ha p q hp hq
    exact detailedBalance_of_balanced ha hp.1 fun i => (hq i).1

/-- Extends a rule `h` given for ratios up to one to larger ratios by `r h(1/r)`. -/
def extendRule (h : ℝ → ℝ) (r : ℝ) : ℝ := if r ≤ 1 then h r else r * h (1 / r)

/-- On the positive reals, the solutions of `a(r) = r a(1/r)` with values in `[0,1]` are exactly the
extensions by `extendRule` of functions `h` on `(0,1]` with `0 ≤ h(s) ≤ s`. -/
theorem balanced_classification (a : ℝ → ℝ) :
    (Balanced a ∧ ∀ r, 0 < r → 0 ≤ a r ∧ a r ≤ 1) ↔
      ∃ h : ℝ → ℝ, (∀ s, 0 < s → s ≤ 1 → 0 ≤ h s ∧ h s ≤ s) ∧
        ∀ r, 0 < r → a r = extendRule h r := by
  constructor
  · rintro ⟨hb, h01⟩
    refine ⟨a, fun s hs _ => ⟨(h01 s hs).1, ?_⟩, fun r hr => ?_⟩
    · rw [hb s hs]
      exact mul_le_of_le_one_right hs.le (h01 _ (one_div_pos.2 hs)).2
    · unfold extendRule
      split_ifs
      · rfl
      · exact hb r hr
  · rintro ⟨h, hh, hE⟩
    refine ⟨fun r hr => ?_, fun r hr => ?_⟩
    · rw [hE r hr, hE (1 / r) (one_div_pos.2 hr)]
      unfold extendRule
      rcases lt_trichotomy r 1 with h1 | h1 | h1
      · rw [if_pos h1.le, if_neg (not_le_of_gt ((one_lt_div hr).2 h1)), one_div_one_div,
          ← mul_assoc, mul_one_div_cancel hr.ne', one_mul]
      · subst h1
        norm_num
      · rw [if_neg (not_le_of_gt h1), if_pos ((div_le_one hr).2 h1.le)]
    · rw [hE r hr]
      unfold extendRule
      split_ifs with h1
      · exact ⟨(hh r hr h1).1, (hh r hr h1).2.trans h1⟩
      · have h2 := hh (1 / r) (one_div_pos.2 hr) ((div_le_one hr).2 (not_le.1 h1).le)
        refine ⟨mul_nonneg hr.le h2.1, ?_⟩
        calc r * h (1 / r) ≤ r * (1 / r) := mul_le_mul_of_nonneg_left h2.2 hr.le
          _ = 1 := mul_one_div_cancel hr.ne'

end

end AdmissibleAcceptance
```

```lean
#print axioms AdmissibleAcceptance.acceptKernel_stochastic
#print axioms AdmissibleAcceptance.balanced_of_uniform_target
#print axioms AdmissibleAcceptance.detailedBalance_iff_balanced
#print axioms AdmissibleAcceptance.balanced_classification
```

```
'AdmissibleAcceptance.acceptKernel_stochastic' depends on axioms: [propext, Classical.choice, Quot.sound]
'AdmissibleAcceptance.balanced_of_uniform_target' depends on axioms: [propext, Classical.choice, Quot.sound]
'AdmissibleAcceptance.detailedBalance_iff_balanced' depends on axioms: [propext, Classical.choice, Quot.sound]
'AdmissibleAcceptance.balanced_classification' depends on axioms: [propext, Classical.choice, Quot.sound]
```

## How the Lean proof follows the algebra

`acceptKernel_off` extracts the off-diagonal formula for P, which all the balance arguments use. In `acceptKernel_stochastic`, the sum over all states is split into the diagonal term and the rest by `Finset.add_sum_erase`. Comparing accepted with proposed weight term by term gives the nonnegative diagonal, and the same splitting gives the row sum.

In `detailedBalance_of_balanced`, `hinv` states that reversing the move inverts the ratio, and `hm` is the identity r_ij p_i q_ij = p_j q_ji. The final `linear_combination` multiplies the functional equation by p_i q_ij and adds a(r_ji) times `hm`, which is the chain of equalities above in one step.

The distribution with weights 1/(1+r) and r/(1+r) is `twoState r`, and `twoState_pos` shows that it is positive and normalised. It serves as the target in `balanced_of_unbiased_proposal` and as each row of the proposal in `balanced_of_uniform_target`. In both proofs `h1` and `h2` compute the two Hastings ratios, `hb` is the balance equation between the two states, and `linear_combination` multiplies it by 2(1+r). The term with `hc` accounts for (1+r) · 1/(1+r) = 1.

The main theorem joins these results. From left to right it specialises the hypothesis to the proposal 1/2, after checking that this matrix is positive and stochastic, and applies `balanced_of_unbiased_proposal`. From right to left it applies the general finite result to two states.

`extendRule` is the two-range formula that builds a from h. In the forward direction of `balanced_classification`, h is a itself. In the reverse direction, `lt_trichotomy` separates r < 1, r = 1 and r > 1 to verify the functional equation, and a second case split on r ≤ 1 gives the bounds.
